# The Cartesian components of the saddle-search velocity in two dimensions

In a search for a saddle point of an energy surface, the walker moves with velocity −(g − 2(v·g)v), where g is the gradient and v is the direction to be climbed. The lemma writes out the two components of this velocity for g = (a, b): they are −(a − 2(v₀a + v₁b)v₀) and −(b − 2(v₀a + v₁b)v₁). Here v is any real vector in the plane; only when it has unit length is g − 2(v·g)v the mirror image of g, with its component along v reversed. The attempt compares the two sides entry by entry, and asks `simp` to unfold the definition and the dot product in each case.

The first attempt, which Lean rejects:

```lean
import Mathlib

open Matrix Set

noncomputable section

namespace SaddleSearchCrossing

/-- The saddle-search velocity `-(1 - 2 v vᵀ) g`: the gradient `g` is reflected along
the mode `v`, and the walker descends the result. -/
def searchVelocity (v g : Fin 2 → ℝ) : Fin 2 → ℝ := -(g - (2 * (v ⬝ᵥ g)) • v)

/-- The saddle-search velocity in components. -/
theorem searchVelocity_apply (v : Fin 2 → ℝ) (a b : ℝ) :
    searchVelocity v ![a, b] = ![-(a - 2 * (v 0 * a + v 1 * b) * v 0),
      -(b - 2 * (v 0 * a + v 1 * b) * v 1)] := by
  ext i
  fin_cases i <;> simp [searchVelocity, dotProduct, Fin.sum_univ_two]

end SaddleSearchCrossing
```

Lean reports:

```
Main.lean:16:47: error: unsolved goals
case «0»
v : Fin 2 → ℝ
a b : ℝ
⊢ vecHead ((2 * (v 0 * a + v 1 * b)) • v) = 2 * (v 0 * a + v 1 * b) * v 0

case «1»
v : Fin 2 → ℝ
a b : ℝ
⊢ vecHead (vecTail ((2 * (v 0 * a + v 1 * b)) • v)) = 2 * (v 0 * a + v 1 * b) * v 1
```

What went wrong. Both remaining goals are true, but `simp` stopped short of them. It had to subtract a multiple of `v` from the explicit vector `![a, b]`, and it did so by splitting the multiple into `vecHead`, the first entry, and `vecTail`, the rest. Since `v` is a variable and not a written-out list, `simp` was left with `vecHead ((2 * (v 0 * a + v 1 * b)) • v)`, and it had no rule to turn this into the product with `v 0`. The second goal is stuck in the same way, with `vecHead (vecTail …)` for the entry at index 1.

In the repair, `change` restates each goal with its entry already taken, so that `v 0` or `v 1` stands there as a number. Lean accepts this because the two forms agree by definition. `simp` then has only the dot product to expand, and the vector subtraction that led it astray is gone. The new `refine` line splits the proof into the same two entries as `ext` and `fin_cases` did; the messages show no fault in the old split.

The mended proof, as a diff:

```diff
@@ -15,6 +15,9 @@
     searchVelocity v ![a, b] = ![-(a - 2 * (v 0 * a + v 1 * b) * v 0),
       -(b - 2 * (v 0 * a + v 1 * b) * v 1)] := by
-  ext i
-  fin_cases i <;> simp [searchVelocity, dotProduct, Fin.sum_univ_two]
+  refine funext (Fin.forall_fin_two.2 ⟨?_, ?_⟩)
+  · change -(a - 2 * (v ⬝ᵥ ![a, b]) * v 0) = -(a - 2 * (v 0 * a + v 1 * b) * v 0)
+    simp [dotProduct, Fin.sum_univ_two]
+  · change -(b - 2 * (v ⬝ᵥ ![a, b]) * v 1) = -(b - 2 * (v 0 * a + v 1 * b) * v 1)
+    simp [dotProduct, Fin.sum_univ_two]
 
 end SaddleSearchCrossing
```
